# Kinetic energy plus an exchange energy −c∫ρ² is at least −c²/6 for a normalised orbital on the line

The exchange energy is taken to be −c∫ρ², where ρ = f² is the density of a single real orbital f on the line, and f is required to be continuously differentiable with compact support. If such an orbital has ∫f² = 1, its kinetic plus exchange energy ½∫f'² − c∫f⁴, in units with ħ = m = 1, is at least −c²/6 for every real c. The model has no Hartree term and no external potential.

In Lean 4 with Mathlib:

```lean
import Mathlib

open MeasureTheory Filter Topology

namespace LocalExchangeLine

noncomputable section

/-- Energy of a real orbital `f` on the line: kinetic energy minus `c` times the integral of the
squared density `f ^ 4`. -/
def energy (c : ℝ) (f : ℝ → ℝ) : ℝ :=
  1 / 2 * (∫ x, deriv f x ^ 2) - c * ∫ x, f x ^ 4

/-- The charge of the orbital `f` from the point `a` to the point `x`, counted as negative when
`x < a`. -/
def leftCharge (a : ℝ) (f : ℝ → ℝ) (x : ℝ) : ℝ := ∫ y in a..x, f y ^ 2

/-- The soliton profile of strength `c`, for `c > 0`. -/
def soliton (c x : ℝ) : ℝ := √(c / 2) / Real.cosh (c * x)

/-- For a continuous orbital, the accumulated charge grows at the rate of the local density. -/
theorem hasDerivAt_leftCharge {f : ℝ → ℝ} (hf : Continuous f) (a x : ℝ) :
    HasDerivAt (leftCharge a f) (f x ^ 2) x :=
  ((hf.pow 2).integral_hasStrictDerivAt a x).hasDerivAt

/-- Completing the square: for a C¹ orbital vanishing at both ends of an interval, kinetic and
exchange integrals over it combine with the cube of the charge in it into the integral of a square.
-/
theorem integral_square_eq {f : ℝ → ℝ} (hf : ContDiff ℝ 1 f) {a b : ℝ}
    (ha : f a = 0) (hb : f b = 0) (c : ℝ) :
    ∫ x in a..b, (deriv f x + c * (2 * leftCharge a f x - leftCharge a f b) * f x) ^ 2 =
      (∫ x in a..b, deriv f x ^ 2) - 2 * c * (∫ x in a..b, f x ^ 4)
        + c ^ 2 * leftCharge a f b ^ 3 / 3 := by
  have hc : Continuous f := hf.continuous
  have hd : Continuous (deriv f) := hf.continuous_deriv (by simp)
  obtain ⟨F, hF⟩ : ∃ F, F = leftCharge a f := ⟨_, rfl⟩
  have hF' : ∀ x, HasDerivAt F (f x ^ 2) x := by
    rw [hF]
    exact hasDerivAt_leftCharge hc a
  have h0 : F a = 0 := by simp [hF, leftCharge]
  have hFc : Continuous F := continuous_iff_continuousAt.2 fun x => (hF' x).continuousAt
  rw [← hF]
  -- the part of the square that is a total derivative
  have hG : ∀ x, HasDerivAt
      (fun x => c * (2 * F x - F b) * f x ^ 2 + c ^ 2 * (2 * F x - F b) ^ 3 / 6)
      (2 * c * f x ^ 4 + 2 * c * (2 * F x - F b) * f x * deriv f x
        + c ^ 2 * (2 * F x - F b) ^ 2 * f x ^ 2) x := by
    intro x
    have h1 := ((hF' x).const_mul 2).sub_const (F b)
    have h2 := (hf.differentiable (by simp) x).hasDerivAt
    refine (((h1.const_mul c).fun_mul (h2.fun_pow 2)).fun_add
      (((h1.fun_pow 3).const_mul (c ^ 2)).div_const 6)).congr_deriv ?_
    push_cast
    ring
  have i3 : IntervalIntegrable (fun x => 2 * c * f x ^ 4
      + 2 * c * (2 * F x - F b) * f x * deriv f x
      + c ^ 2 * (2 * F x - F b) ^ 2 * f x ^ 2) volume a b :=
    Continuous.intervalIntegrable (by fun_prop) a b
  have i1 : IntervalIntegrable (fun x => deriv f x ^ 2) volume a b :=
    Continuous.intervalIntegrable (by fun_prop) a b
  have i2 : IntervalIntegrable (fun x => 2 * c * f x ^ 4) volume a b :=
    Continuous.intervalIntegrable (by fun_prop) a b
  have i12 : IntervalIntegrable (fun x => deriv f x ^ 2 - 2 * c * f x ^ 4) volume a b :=
    Continuous.intervalIntegrable (by fun_prop) a b
  have hI := intervalIntegral.integral_eq_sub_of_hasDerivAt (fun x _ => hG x) i3
  simp only [ha, hb, h0] at hI
  have hs : ∫ x in a..b, (deriv f x + c * (2 * F x - F b) * f x) ^ 2 =
      ∫ x in a..b, ((deriv f x ^ 2 - 2 * c * f x ^ 4) + (2 * c * f x ^ 4
        + 2 * c * (2 * F x - F b) * f x * deriv f x
        + c ^ 2 * (2 * F x - F b) ^ 2 * f x ^ 2)) := by
    congr 1
    funext x
    ring
  rw [hs, intervalIntegral.integral_add i12 i3, intervalIntegral.integral_sub i1 i2,
    intervalIntegral.integral_const_mul, hI]
  ring

/-- For a C¹ compactly supported orbital of total charge `N`, the energy is at least
`-c² N³ / 6`. -/
theorem energy_ge {f : ℝ → ℝ} (hf : ContDiff ℝ 1 f) (hs : HasCompactSupport f) (c : ℝ) :
    -(c ^ 2 * (∫ x, f x ^ 2) ^ 3 / 6) ≤ energy c f := by
  -- enclose the orbital in a box
  obtain ⟨b, hb0, hb⟩ : ∃ b : ℝ, 0 < b ∧ ∀ x ∈ tsupport f, -b < x ∧ x < b := by
    obtain ⟨R, hR⟩ := hs.isCompact.isBounded.subset_closedBall (0 : ℝ)
    refine ⟨|R| + 1, by positivity, fun x hx => ?_⟩
    have h := hR hx
    rw [mem_closedBall_zero_iff, Real.norm_eq_abs, abs_le] at h
    constructor <;> linarith [h.1, h.2, le_abs_self R]
  have hz : ∀ x, f x ≠ 0 → -b < x ∧ x < b := fun x hx =>
    hb x (subset_tsupport f (Function.mem_support.2 hx))
  have hl : f (-b) = 0 := by
    by_contra h
    exact lt_irrefl _ (hz _ h).1
  have hr : f b = 0 := by
    by_contra h
    exact lt_irrefl _ (hz _ h).2
  have e1 : ∫ x in (-b)..b, deriv f x ^ 2 = ∫ x, deriv f x ^ 2 := by
    refine intervalIntegral.integral_eq_integral_of_support_subset fun x hx => ?_
    have h : deriv f x ≠ 0 := fun h => Function.mem_support.1 hx (by simp [h])
    have h' := hb x (support_deriv_subset (Function.mem_support.2 h))
    exact ⟨h'.1, h'.2.le⟩
  have e2 : leftCharge (-b) f b = ∫ x, f x ^ 2 := by
    unfold leftCharge
    refine intervalIntegral.integral_eq_integral_of_support_subset fun x hx => ?_
    have h' := hz x fun h => Function.mem_support.1 hx (by simp [h])
    exact ⟨h'.1, h'.2.le⟩
  have e4 : ∫ x in (-b)..b, f x ^ 4 = ∫ x, f x ^ 4 := by
    refine intervalIntegral.integral_eq_integral_of_support_subset fun x hx => ?_
    have h' := hz x fun h => Function.mem_support.1 hx (by simp [h])
    exact ⟨h'.1, h'.2.le⟩
  have hpos : 0 ≤ (∫ x in (-b)..b, deriv f x ^ 2) - 2 * c * (∫ x in (-b)..b, f x ^ 4)
      + c ^ 2 * leftCharge (-b) f b ^ 3 / 3 := by
    rw [← integral_square_eq hf hl hr c]
    exact intervalIntegral.integral_nonneg (by linarith) (fun x _ => sq_nonneg _)
  rw [e1, e2, e4] at hpos
  unfold energy
  linarith

/-- The energy `energy c f` of a normalised C¹ compactly supported orbital `f` on the line is at
least `-c² / 6`. -/
theorem one_electron_energy_ge {f : ℝ → ℝ} (hf : ContDiff ℝ 1 f) (hs : HasCompactSupport f)
    (hn : ∫ x, f x ^ 2 = 1) (c : ℝ) : -(c ^ 2 / 6) ≤ energy c f := by
  have h := energy_ge hf hs c
  rw [hn] at h
  linarith

/-- For a normalised C¹ compactly supported orbital, the integral of the squared gradient is at most
four times the energy plus `4 c² / 3`. -/
theorem kinetic_le_energy {f : ℝ → ℝ} (hf : ContDiff ℝ 1 f) (hs : HasCompactSupport f)
    (hn : ∫ x, f x ^ 2 = 1) (c : ℝ) :
    ∫ x, deriv f x ^ 2 ≤ 4 * energy c f + 4 * c ^ 2 / 3 := by
  -- spend half of the kinetic energy on an exchange of doubled strength
  have h := one_electron_energy_ge hf hs hn (2 * c)
  unfold energy at h ⊢
  linarith

/-- Gagliardo–Nirenberg inequality on the line for C¹ compactly supported orbitals: charge and
squared gradient bound the integral of the squared density. -/
theorem gagliardo_nirenberg {f : ℝ → ℝ} (hf : ContDiff ℝ 1 f) (hs : HasCompactSupport f) :
    (∫ x, f x ^ 4) ^ 2 ≤ (∫ x, f x ^ 2) ^ 3 / 3 * ∫ x, deriv f x ^ 2 := by
  -- the energy bound is a quadratic in `c` without sign change
  have h := discrim_le_zero (a := (∫ x, f x ^ 2) ^ 3 / 3) (b := -2 * ∫ x, f x ^ 4)
    (c := ∫ x, deriv f x ^ 2) (fun c => by
      have h := energy_ge hf hs c
      unfold energy at h
      linarith)
  unfold discrim at h
  linarith

/-- Slope of the hyperbolic tangent of `c x`. -/
theorem hasDerivAt_tanh_mul (c x : ℝ) :
    HasDerivAt (fun y => Real.tanh (c * y)) (c * (1 - Real.tanh (c * x) ^ 2)) x := by
  have hlin : HasDerivAt (fun y : ℝ => c * y) c x := by
    simpa using (hasDerivAt_id' x).const_mul c
  have hne : Real.cosh (c * x) ≠ 0 := (Real.cosh_pos _).ne'
  have h := div_mul_cancel₀ (Real.sinh (c * x)) hne
  simp only [Real.tanh_eq_sinh_div_cosh]
  refine (hlin.sinh.fun_div hlin.cosh hne).congr_deriv ?_
  rw [div_eq_iff (pow_ne_zero 2 hne)]
  linear_combination c * (Real.sinh (c * x) / Real.cosh (c * x) * Real.cosh (c * x)
    + Real.sinh (c * x)) * h

/-- Charge, squared-gradient and squared-density integrals of the soliton with `c > 0` over the
window from `-L` to `L`. -/
theorem soliton_integrals {c : ℝ} (hc : 0 < c) (L : ℝ) :
    (∫ x in (-L)..L, soliton c x ^ 2) = Real.tanh (c * L) ∧
    (∫ x in (-L)..L, deriv (soliton c) x ^ 2) = c ^ 2 * Real.tanh (c * L) ^ 3 / 3 ∧
    (∫ x in (-L)..L, soliton c x ^ 4) =
      c / 2 * (Real.tanh (c * L) - Real.tanh (c * L) ^ 3 / 3) := by
  have hT := hasDerivAt_tanh_mul c
  have hTc : Continuous fun x => Real.tanh (c * x) :=
    continuous_iff_continuousAt.2 fun x => (hT x).continuousAt
  have hsq : ∀ x, soliton c x ^ 2 = c / 2 * (1 - Real.tanh (c * x) ^ 2) := by
    intro x
    have hne : Real.cosh (c * x) ≠ 0 := (Real.cosh_pos _).ne'
    have h := div_mul_cancel₀ (Real.sinh (c * x)) hne
    have k := Real.cosh_sq (c * x)
    rw [soliton, div_pow, Real.sq_sqrt (by positivity), Real.tanh_eq_sinh_div_cosh,
      div_eq_iff (pow_ne_zero 2 hne)]
    linear_combination c / 2 * (Real.sinh (c * x) / Real.cosh (c * x) * Real.cosh (c * x)
      + Real.sinh (c * x)) * h - c / 2 * k
  have hd : ∀ x, deriv (soliton c) x = -c * Real.tanh (c * x) * soliton c x := by
    intro x
    have hlin : HasDerivAt (fun y : ℝ => c * y) c x := by
      simpa using (hasDerivAt_id' x).const_mul c
    have h : HasDerivAt (soliton c) _ x :=
      (hasDerivAt_const x (√(c / 2))).fun_div hlin.cosh (Real.cosh_pos _).ne'
    rw [h.deriv, soliton, Real.tanh_eq_sinh_div_cosh]
    ring
  -- all three integrands are polynomials in tanh
  have h4 : ∀ x, soliton c x ^ 4 = (c / 2 * (1 - Real.tanh (c * x) ^ 2)) ^ 2 := by
    intro x
    rw [← hsq]
    ring
  have hk : ∀ x, deriv (soliton c) x ^ 2 =
      c ^ 2 * Real.tanh (c * x) ^ 2 * (c / 2 * (1 - Real.tanh (c * x) ^ 2)) := by
    intro x
    rw [hd, ← hsq]
    ring
  simp only [hsq, h4, hk]
  refine ⟨?_, ?_, ?_⟩
  · rw [intervalIntegral.integral_eq_sub_of_hasDerivAt
      (f := fun x => Real.tanh (c * x) / 2)
      (fun x _ => ((hT x).div_const 2).congr_deriv (by ring))
      (Continuous.intervalIntegrable (by fun_prop) _ _)]
    simp only [mul_neg, Real.tanh_neg]
    ring
  · rw [intervalIntegral.integral_eq_sub_of_hasDerivAt
      (f := fun x => c ^ 2 / 6 * Real.tanh (c * x) ^ 3)
      (fun x _ => (((hT x).fun_pow 3).const_mul (c ^ 2 / 6)).congr_deriv
        (by push_cast; ring))
      (Continuous.intervalIntegrable (by fun_prop) _ _)]
    simp only [mul_neg, Real.tanh_neg]
    ring
  · rw [intervalIntegral.integral_eq_sub_of_hasDerivAt
      (f := fun x => c / 4 * (Real.tanh (c * x) - Real.tanh (c * x) ^ 3 / 3))
      (fun x _ => (((hT x).fun_sub (((hT x).fun_pow 3).div_const 3)).const_mul
        (c / 4)).congr_deriv (by push_cast; ring))
      (Continuous.intervalIntegrable (by fun_prop) _ _)]
    simp only [mul_neg, Real.tanh_neg]
    ring

/-- For `c > 0`, as the window from `-L` to `L` grows, the charge of the soliton in it tends to
one and its energy in it tends to `-c² / 6`. -/
theorem soliton_energy_tendsto {c : ℝ} (hc : 0 < c) :
    Tendsto (fun L : ℝ => ∫ x in (-L)..L, soliton c x ^ 2) atTop (𝓝 1) ∧
    Tendsto (fun L : ℝ => 1 / 2 * (∫ x in (-L)..L, deriv (soliton c) x ^ 2)
      - c * ∫ x in (-L)..L, soliton c x ^ 4) atTop (𝓝 (-(c ^ 2 / 6))) := by
  have hform : ∀ y : ℝ,
      Real.tanh y = (1 - Real.exp (-y) ^ 2) / (1 + Real.exp (-y) ^ 2) := by
    intro y
    have h : Real.exp y * Real.exp (-y) = 1 := by
      rw [← Real.exp_add, add_neg_cancel, Real.exp_zero]
    rw [Real.tanh_eq_sinh_div_cosh, Real.sinh_eq, Real.cosh_eq,
      div_eq_div_iff (by positivity) (by positivity)]
    linear_combination Real.exp (-y) * h
  have h0 := Real.tendsto_exp_neg_atTop_nhds_zero
  have hlim : Tendsto (fun y : ℝ => (1 - Real.exp (-y) ^ 2) / (1 + Real.exp (-y) ^ 2))
      atTop (𝓝 ((1 - 0 ^ 2) / (1 + 0 ^ 2))) :=
    ((h0.pow 2).const_sub 1).div ((h0.pow 2).const_add 1) (by norm_num)
  have e : ((1 - 0 ^ 2) / (1 + 0 ^ 2) : ℝ) = 1 := by norm_num
  rw [e] at hlim
  have hcl : Tendsto (fun L : ℝ => c * L) atTop atTop := tendsto_id.const_mul_atTop hc
  have ht : Tendsto (fun L : ℝ => Real.tanh (c * L)) atTop (𝓝 1) :=
    (hlim.congr fun y => (hform y).symm).comp hcl
  simp only [fun L => (soliton_integrals hc L).1, fun L => (soliton_integrals hc L).2.1,
    fun L => (soliton_integrals hc L).2.2]
  refine ⟨ht, ?_⟩
  have hP : Continuous fun t : ℝ =>
      1 / 2 * (c ^ 2 * t ^ 3 / 3) - c * (c / 2 * (t - t ^ 3 / 3)) := by fun_prop
  have hv : -(c ^ 2 / 6) =
      1 / 2 * (c ^ 2 * 1 ^ 3 / 3) - c * (c / 2 * (1 - 1 ^ 3 / 3)) := by ring
  rw [hv]
  exact (hP.tendsto 1).comp ht

end

end LocalExchangeLine
```

```lean
#print axioms LocalExchangeLine.kinetic_le_energy
#print axioms LocalExchangeLine.gagliardo_nirenberg
#print axioms LocalExchangeLine.soliton_energy_tendsto
```

```
'LocalExchangeLine.kinetic_le_energy' depends on axioms: [propext, Classical.choice, Quot.sound]
'LocalExchangeLine.gagliardo_nirenberg' depends on axioms: [propext, Classical.choice, Quot.sound]
'LocalExchangeLine.soliton_energy_tendsto' depends on axioms: [propext, Classical.choice, Quot.sound]
```

## The energy and its bounds in words

`energy c f` is the kinetic energy in units with ħ = m = 1, minus c times the integral of f⁴. Write

N = ∫f², K = ∫f'², Q = ∫f⁴

for the integrals over the whole line. The hypotheses `ContDiff ℝ 1 f` and `HasCompactSupport f` say that f is C¹ and vanishes outside a bounded set. For such f, four bounds hold:

- `energy_ge`: ½K − cQ ≥ −c²N³/6 for every real c.
- `one_electron_energy_ge`: the same bound at N = 1, which is −c²/6.
- `kinetic_le_energy`: K ≤ 4(½K − cQ) + 4c²/3 at N = 1.
- `gagliardo_nirenberg`: Q² ≤ (N³/3)K. This is one member of the Gagliardo–Nirenberg family, the one that controls ∫f⁴ on the line by the charge and the squared gradient.

The last two theorems of the file concern the function `soliton c`, s(x) = √(c/2)/cosh(cx) with c > 0. As the window from −L to L grows, the charge of s in it tends to 1 and its energy in it tends to −c²/6.

## What the constant c stands for

For c > 0, the number c is the strength of a local attraction of the electron to its own density. For a spin-polarised electron with a contact repulsion g δ(x − y), the exchange energy is −(g/2)∫ρ², so c = g/2. The Hartree repulsion, which would cancel this term for one electron, is left out, as are external potentials and correlation. What remains is the attractive part alone, set against the kinetic energy.

If the exchange term grew faster than the kinetic energy as the orbital narrows, the energy would fall without limit. The bound excludes this for normalised orbitals, and the third inequality adds that, at fixed c, an upper bound on the energy gives an upper bound on K. For density functional theory this is a stability check on a local exchange term, in a model with one real orbital in one dimension. A general N in `energy_ge` is the charge of that one orbital, not a number of electrons in different orbitals.

## Completing the square with the accumulated charge

Let f vanish at both ends of an interval from a to b, and let

F(x) = ∫ₐˣ f(y)² dy.

This is `leftCharge a f x`. Then F' = f², which is `hasDerivAt_leftCharge`, and F(a) = 0. Suppose the interval holds all the charge, so that F(b) = N, and put u = 2F − N. This function rises from −N at a to N at b, with u' = 2f². Expand the square:

(f' + cuf)² = f'² + 2cuff' + c²u²f².

Since 2ff' = (f²)', the middle term integrates by parts. The boundary term vanishes with f:

∫ 2cuff' = c[uf²] − c∫u'f² = −2c∫f⁴.

The last term is a total derivative, because (u³)' = 6u²f²:

∫ c²u²f² = c²[u³]/6 = c²(N³ + N³)/6 = c²N³/3.

Together,

0 ≤ ∫(f' + cuf)² = K − 2cQ + c²N³/3,

and half of this is the energy bound.

The lemma `integral_square_eq` proves the identity with `leftCharge a f b` in the place of N. It does both integrations at once: `hG` differentiates cuf² + c²u³/6 and finds 2cf⁴ + 2cuff' + c²u²f². The square is f'² − 2cf⁴ plus this derivative, and the fundamental theorem of calculus supplies the boundary values.

`energy_ge` then chooses b > 0 so large that the support lies strictly between −b and b. Hence f(−b) = f(b) = 0, and `e1`, `e2` and `e4` replace the integrals over the interval by those over the line. The integral of a square is nonnegative, and `linarith` does the halving.

## From the energy bound to the gradient

For `kinetic_le_energy`, half of the kinetic energy is kept and the other half is set against the whole exchange term. That second part, ¼K − cQ, is half of the energy at strength 2c. The energy bound at 2c reads

½K − 2cQ ≥ −(2c)²/6 = −2c²/3.

Adding ½K gives 2(½K − cQ) ≥ ½K − 2c²/3, which rearranges to the claim.

For `gagliardo_nirenberg`, the energy bound says that

(N³/3)c² − 2Qc + K ≥ 0

for every real c. A quadratic that is never negative has a discriminant of at most zero, so 4Q² − 4(N³/3)K ≤ 0. If N = 0, the expression is linear in c, which forces Q = 0, and the inequality still holds. Mathlib's `discrim_le_zero` includes this case.

## The soliton reaches −c²/6 in the limit

Let t = tanh(cx). Then t' = c(1 − t²), which is `hasDerivAt_tanh_mul`, and

s² = (c/2)(1 − t²), s' = −cts.

All three integrands are therefore polynomials in t. With T = tanh(cL), `soliton_integrals` finds over the window from −L to L

∫s² = T, ∫s'² = c²T³/3, ∫s⁴ = (c/2)(T − T³/3).

The proof gives an explicit antiderivative for each. In `soliton_energy_tendsto`, the formula tanh y = (1 − e^(−2y))/(1 + e^(−2y)) shows that T tends to 1. The energy in the window is a polynomial in T, so by continuity it tends to

½ · c²/3 − c · (c/2) · (2/3) = c²/6 − c²/3 = −c²/6.

The soliton has no compact support, so it is not itself one of the orbitals in the bound. Cutting it off smoothly far out and renormalising should bring its energy as close to −c²/6 as desired within that class, a step that the file does not carry out.
